# The group average of an orthogonal projector is idempotent exactly when the projector is invariant

Take one even and one odd orbital under a mirror operation M, and put one electron in their normalised equal-weight sum. With rows separated by semicolons, the mirror matrix and the one-particle density matrix are

M = [1 0; 0 −1],  P = [½ ½; ½ ½].

P is an orthogonal projector, as the density matrix of a single determinant is in an orthonormal spin-orbital basis. Reflection changes the sign of the odd orbital:

M P M† = [½ −½; −½ ½].

The mean of the two matrices is Q = ½·1, where 1 is the identity matrix. It respects the mirror and still holds one electron, since tr Q = 1, but Q² = ¼·1 is not Q. The missing part is the spread of the two copies about their mean: P − Q = [0 ½; ½ 0] has square ¼·1, and so does M P M† − Q, while Q − Q² = ¼·1 as well.

The same happens to every orthogonal projector that is not invariant under a finite group acting by unitary matrices on a finite orthonormal basis. Averaging the density matrix of a broken-symmetry determinant, for instance one found in an unrestricted Hartree–Fock calculation, over such a group never gives the density matrix of a determinant. Here "broken-symmetry" means that P fails to commute with at least one operation.

## Operations, copies and the average

The group is `G`, and the finite type `n` labels the basis spin-orbitals.

```lean
import Mathlib

open Matrix

namespace SymmetryAveragedDensity

noncomputable section

variable {G n : Type*} [Group G] [Fintype G] [Fintype n] [DecidableEq n]
```

A representation D assigns a unitary matrix D(g) to each operation g, with D(gh) = D(g)D(h). In Lean it is a homomorphism `D : G →* unitaryGroup n ℂ`, so unitarity is part of its type. The copy of P transformed by g is

P_g = D(g) P D(g)†.

Lean writes the adjoint † as `ᴴ`.

```lean
/-- The density matrix `P` transformed by the symmetry operation `g`. -/
def rotated (D : G →* unitaryGroup n ℂ) (P : Matrix n n ℂ) (g : G) : Matrix n n ℂ :=
  (D g : Matrix n n ℂ) * P * (D g : Matrix n n ℂ)ᴴ
```

With |G| the number of operations, the average is

Q = (1/|G|) Σ_g P_g.

This is a mean of one-particle density matrices. In general it is not the density matrix of a symmetry-projected wave function, which can also contain cross terms between the transformed determinants.

```lean
/-- The symmetry-averaged density matrix: the mean of all transformed copies of `P`. -/
def average (D : G →* unitaryGroup n ℂ) (P : Matrix n n ℂ) : Matrix n n ℂ :=
  (Fintype.card G : ℂ)⁻¹ • ∑ g, rotated D P g
```

## Each copy is again a projector

Let P† = P and P² = P; these are the hypotheses `hP` and `h2`. Write U for D(g), so that U†U = 1. Then

(U P U†)† = U P† U† = U P U†,
(U P U†)(U P U†) = U P (U†U) P U† = U P² U† = U P U†.

The `calc` block follows the second line, with `hu` supplying U†U = 1.

```lean
omit [Fintype G] in
/-- A symmetry operation turns an orthogonal projector into an orthogonal projector. -/
theorem rotated_projector (D : G →* unitaryGroup n ℂ) {P : Matrix n n ℂ}
    (hP : P.IsHermitian) (h2 : P * P = P) (g : G) :
    (rotated D P g).IsHermitian ∧ rotated D P g * rotated D P g = rotated D P g := by
  have hu : (D g : Matrix n n ℂ)ᴴ * (D g : Matrix n n ℂ) = 1 :=
    mem_unitaryGroup_iff'.mp (D g).2
  constructor
  · unfold Matrix.IsHermitian rotated
    rw [conjTranspose_mul, conjTranspose_mul, conjTranspose_conjTranspose, hP.eq,
      Matrix.mul_assoc]
  · unfold rotated
    calc (D g : Matrix n n ℂ) * P * (D g : Matrix n n ℂ)ᴴ
          * ((D g : Matrix n n ℂ) * P * (D g : Matrix n n ℂ)ᴴ)
        = (D g : Matrix n n ℂ) * P * ((D g : Matrix n n ℂ)ᴴ * (D g : Matrix n n ℂ))
          * P * (D g : Matrix n n ℂ)ᴴ := by simp only [Matrix.mul_assoc]
      _ = (D g : Matrix n n ℂ) * (P * P) * (D g : Matrix n n ℂ)ᴴ := by
          rw [hu]; simp only [Matrix.mul_one, Matrix.mul_assoc]
      _ = _ := by rw [h2]
```

A copy equals P exactly when P commutes with the operation. If U P U† = P, multiplying by U on the right gives U P = P U. If U P = P U, then U P U† = P U U† = P. This needs only the unitarity of U, and P may be any matrix.

```lean
omit [Fintype G] in
/-- A density matrix is unchanged by a symmetry operation exactly when it commutes with it. -/
theorem rotated_eq_iff (D : G →* unitaryGroup n ℂ) (P : Matrix n n ℂ) (g : G) :
    rotated D P g = P ↔ (D g : Matrix n n ℂ) * P = P * (D g : Matrix n n ℂ) := by
  have hu : (D g : Matrix n n ℂ)ᴴ * (D g : Matrix n n ℂ) = 1 :=
    mem_unitaryGroup_iff'.mp (D g).2
  have hv : (D g : Matrix n n ℂ) * (D g : Matrix n n ℂ)ᴴ = 1 :=
    mem_unitaryGroup_iff.mp (D g).2
  unfold rotated
  constructor
  · intro h
    have h' := congrArg (fun M => M * (D g : Matrix n n ℂ)) h
    simpa only [Matrix.mul_assoc, hu, Matrix.mul_one] using h'
  · intro h
    rw [h, Matrix.mul_assoc, hv, Matrix.mul_one]
```

## What averaging preserves

By cyclicity of the trace,

tr P_g = tr(U P U†) = tr(U†U P) = tr P,

so the mean of |G| equal traces is tr Q = tr P. For a determinant this is the number of electrons.

```lean
/-- Symmetry averaging preserves the trace. -/
theorem trace_average (D : G →* unitaryGroup n ℂ) (P : Matrix n n ℂ) :
    trace (average D P) = trace P := by
  have hc : (Fintype.card G : ℂ) ≠ 0 := Nat.cast_ne_zero.mpr Fintype.card_ne_zero
  have ht : ∀ g, trace (rotated D P g) = trace P := by
    intro g
    have hu : (D g : Matrix n n ℂ)ᴴ * (D g : Matrix n n ℂ) = 1 :=
      mem_unitaryGroup_iff'.mp (D g).2
    rw [rotated, trace_mul_comm, ← Matrix.mul_assoc, hu, Matrix.one_mul]
  rw [average, trace_smul, trace_sum, Finset.sum_congr rfl (fun g _ => ht g),
    Finset.sum_const, Finset.card_univ, nsmul_eq_mul, smul_eq_mul, inv_mul_cancel_left₀ hc]
```

Q is also Hermitian, because each P_g is Hermitian and the weight 1/|G| is real.

```lean
/-- The symmetry average of a Hermitian density matrix is Hermitian. -/
theorem average_isHermitian (D : G →* unitaryGroup n ℂ) {P : Matrix n n ℂ}
    (hP : P.IsHermitian) : (average D P).IsHermitian := by
  have hr : ∀ g, (rotated D P g)ᴴ = rotated D P g := by
    intro g
    unfold rotated
    rw [conjTranspose_mul, conjTranspose_mul, conjTranspose_conjTranspose, hP.eq,
      Matrix.mul_assoc]
  unfold Matrix.IsHermitian average
  rw [conjTranspose_smul, conjTranspose_sum, Finset.sum_congr rfl (fun g _ => hr g),
    star_inv₀, star_natCast]
```

## The idempotency defect is a variance

Since P_g and Q are Hermitian and P_g² = P_g,

(P_g − Q)†(P_g − Q) = P_g − P_g Q − Q P_g + Q².

Now take the mean over the group. The mean of P_g is Q, so the right-hand side becomes

Q − Q² − Q² + Q² = Q − Q².

Hence, as an identity between matrices,

Q − Q² = (1/|G|) Σ_g (P_g − Q)†(P_g − Q).

An unequal superposition shows this in numbers. Let the occupied orbital be 0.8 times the even orbital plus 0.6 times the odd one. Then

P = [0.64 0.48; 0.48 0.36],  Q = [0.64 0; 0 0.36],
Q² = [0.4096 0; 0 0.1296],  Q − Q² = 0.2304·1.

Both copies differ from Q only by off-diagonal entries ±0.48, and the square of that difference is 0.48²·1 = 0.2304·1. The traces are tr Q² = 0.5392 and tr P = 1.

In the proof, `ht` is the expansion of one square and `hs` says that the copies sum to |G| Q. The final rewriting takes the mean.

```lean
/-- The idempotency defect of the averaged density matrix `Q` is the variance of the
transformed projectors about `Q`. -/
theorem average_sub_sq (D : G →* unitaryGroup n ℂ) {P : Matrix n n ℂ}
    (hP : P.IsHermitian) (h2 : P * P = P) :
    average D P - average D P * average D P = (Fintype.card G : ℂ)⁻¹ •
      ∑ g, (rotated D P g - average D P)ᴴ * (rotated D P g - average D P) := by
  have hc : (Fintype.card G : ℂ) ≠ 0 := Nat.cast_ne_zero.mpr Fintype.card_ne_zero
  have hs : ∑ g, rotated D P g = (Fintype.card G : ℂ) • average D P := by
    rw [average, smul_smul, mul_inv_cancel₀ hc, one_smul]
  -- expand each square, using that every transformed copy is a projector
  have ht : ∀ g, (rotated D P g - average D P)ᴴ * (rotated D P g - average D P)
      = rotated D P g - rotated D P g * average D P - average D P * rotated D P g
        + average D P * average D P := by
    intro g
    obtain ⟨h, h'⟩ := rotated_projector D hP h2 g
    rw [conjTranspose_sub, h.eq, (average_isHermitian D hP).eq, Matrix.sub_mul,
      Matrix.mul_sub, Matrix.mul_sub, h']
    abel
  rw [Finset.sum_congr rfl (fun g _ => ht g), Finset.sum_add_distrib,
    Finset.sum_sub_distrib, Finset.sum_sub_distrib, ← Finset.sum_mul, ← Finset.mul_sum, hs,
    Finset.sum_const, Finset.card_univ, ← Nat.cast_smul_eq_nsmul ℂ, smul_mul_assoc,
    mul_smul_comm, sub_add_cancel, ← smul_sub, smul_smul, inv_mul_cancel₀ hc, one_smul]
```

## Broken symmetry lowers tr Q²

For any square matrix A with entries A_ji,

tr(A†A) = Σ_i Σ_j |A_ji|².

This is a sum of non-negative terms. If it vanishes, every entry of A vanishes, so it is strictly positive for A ≠ 0. Lean states the inequality for the real part `.re`, because the trace has a complex type even when its value is real.

```lean
omit [DecidableEq n] in
/-- The squared Frobenius norm `tr(AᴴA)` of a nonzero matrix is positive. -/
theorem trace_gram_pos {A : Matrix n n ℂ} (hA : A ≠ 0) : 0 < (trace (Aᴴ * A)).re := by
  have he : (trace (Aᴴ * A)).re = ∑ i, ∑ j, Complex.normSq (A j i) := by
    simp [Matrix.trace, Matrix.mul_apply, Complex.normSq_apply]
  have h0 : ∀ i, 0 ≤ ∑ j, Complex.normSq (A j i) :=
    fun i => Finset.sum_nonneg fun j _ => Complex.normSq_nonneg _
  rw [he]
  refine lt_of_le_of_ne (Finset.sum_nonneg fun i _ => h0 i) fun h => hA ?_
  ext j i
  have h1 := (Finset.sum_eq_zero_iff_of_nonneg (fun i _ => h0 i)).mp h.symm i
    (Finset.mem_univ i)
  have h3 := (Finset.sum_eq_zero_iff_of_nonneg
    (fun j _ => Complex.normSq_nonneg (A j i))).mp h1 j (Finset.mem_univ j)
  exact Complex.normSq_eq_zero.mp h3
```

Suppose that P, still an orthogonal projector, fails to commute with some D(g). Then at least one copy differs from Q. Otherwise all copies would equal one another; the copy for the identity operation is P itself, so every P_g would equal P, and P would commute with every D(g). Taking the trace of the variance identity and using tr Q = tr P gives

tr P − tr Q² = (1/|G|) Σ_g tr[(P_g − Q)†(P_g − Q)] > 0.

In the proof `hex` finds the copy that differs, `key` is the equality just written, and `hpos` is the positivity of the sum.

```lean
/-- If the projector `P` breaks the symmetry, its average `Q` satisfies `tr Q² < tr P`. -/
theorem trace_sq_lt_of_broken (D : G →* unitaryGroup n ℂ) {P : Matrix n n ℂ}
    (hP : P.IsHermitian) (h2 : P * P = P)
    (hb : ∃ g, (D g : Matrix n n ℂ) * P ≠ P * (D g : Matrix n n ℂ)) :
    (trace (average D P * average D P)).re < (trace P).re := by
  -- some transformed copy differs from the average
  have hex : ∃ g, rotated D P g - average D P ≠ 0 := by
    by_contra hall
    have hall' : ∀ g, rotated D P g = average D P := fun g =>
      sub_eq_zero.mp (not_not.mp (fun h => hall ⟨g, h⟩))
    obtain ⟨g, hg⟩ := hb
    have h1 : rotated D P 1 = P := (rotated_eq_iff D P 1).mpr (by simp)
    exact hg ((rotated_eq_iff D P g).mp ((hall' g).trans ((hall' 1).symm.trans h1)))
  have key : (trace P).re - (trace (average D P * average D P)).re
      = (Fintype.card G : ℝ)⁻¹ * ∑ g,
        (trace ((rotated D P g - average D P)ᴴ * (rotated D P g - average D P))).re := by
    rw [← trace_average D P, ← Complex.sub_re, ← trace_sub, average_sub_sq D hP h2,
      trace_smul, trace_sum, smul_eq_mul,
      show (Fintype.card G : ℂ)⁻¹ = (((Fintype.card G : ℝ)⁻¹ : ℝ) : ℂ) by simp,
      Complex.re_ofReal_mul, Complex.re_sum]
  have hpos : 0 < ∑ g,
      (trace ((rotated D P g - average D P)ᴴ * (rotated D P g - average D P))).re := by
    obtain ⟨g, hg⟩ := hex
    refine Finset.sum_pos' (fun k _ => ?_) ⟨g, Finset.mem_univ g, trace_gram_pos hg⟩
    rcases eq_or_ne (rotated D P k - average D P) 0 with h | h
    · simp [h]
    · exact (trace_gram_pos h).le
  have hc : (0 : ℝ) < Fintype.card G := Nat.cast_pos.mpr Fintype.card_pos
  have := mul_pos (inv_pos.mpr hc) hpos
  linarith
```

## Idempotency of the average is equivalent to invariance

If Q² = Q, then tr Q² = tr Q = tr P. A broken symmetry would require tr Q² < tr P, so P must commute with every D(g). Conversely, if P commutes with every D(g), each copy equals P, hence Q = P and Q² = P² = P = Q.

The theorem reads: for a unitary representation of a finite group and a Hermitian idempotent P, the average satisfies Q² = Q if and only if D(g)P = P D(g) for all g.

```lean
/-- The symmetry average of an orthogonal projector `P` is idempotent if and only if `P`
commutes with every symmetry operation. -/
theorem average_idempotent_iff (D : G →* unitaryGroup n ℂ) {P : Matrix n n ℂ}
    (hP : P.IsHermitian) (h2 : P * P = P) :
    average D P * average D P = average D P ↔
      ∀ g, (D g : Matrix n n ℂ) * P = P * (D g : Matrix n n ℂ) := by
  constructor
  · intro hQ
    by_contra hb
    have h := trace_sq_lt_of_broken D hP h2 (not_forall.mp hb)
    rw [hQ, trace_average] at h
    exact lt_irrefl _ h
  · intro h
    -- an invariant projector is its own average
    have hc : (Fintype.card G : ℂ) ≠ 0 := Nat.cast_ne_zero.mpr Fintype.card_ne_zero
    have hQ : average D P = P := by
      rw [average, Finset.sum_congr rfl (fun g _ => (rotated_eq_iff D P g).mpr (h g)),
        Finset.sum_const, Finset.card_univ, ← Nat.cast_smul_eq_nsmul ℂ, smul_smul,
        inv_mul_cancel₀ hc, one_smul]
    rw [hQ, h2]
```

The Hermiticity of P is needed. With the same mirror M, the matrix P = [1 1; 0 0] is idempotent but not Hermitian. Its reflected copy is [1 −1; 0 0], and the average [1 0; 0 0] is idempotent, although P does not commute with M. The projection is oblique: P − Q = [0 1; 0 0] is nonzero but has square 0. The variance identity, which uses (P_g − Q)† = P_g − Q, then fails, because Q − Q² is zero while the mean of (P_g − Q)†(P_g − Q) is not.

The setting also fixes what the theorem applies to. In a non-orthogonal atomic-orbital basis the density matrix of a determinant is in general not a Hermitian idempotent; the theorem applies to it after a change to an orthonormal basis. A closed-shell density matrix summed over spin has to be halved. Continuous groups, such as full spin rotation, and antiunitary operations, such as time reversal, are not covered.

Because Q is Hermitian, the failure of Q² = Q means that some natural occupation number, an eigenvalue of Q, is neither 0 nor 1; this spectral reading is ordinary linear algebra added to the checked statement. In a self-consistent-field calculation with a finite orthonormal basis, a density matrix symmetrised in this way from a broken-symmetry determinant therefore carries fractional occupations.

## The mirror example in Lean

The two-element group is `ℤˣ`, the integers 1 and −1 under multiplication. The element s acts as [1 0; 0 s], so basis index 0 is the even orbital and index 1 the odd one. The proof inside `toFun` checks that these matrices are unitary, and the fields `map_one'` and `map_mul'` check that the identity goes to the identity matrix and products go to products.

```lean
/-- The two-element mirror group acting on one even and one odd orbital. -/
def mirror : ℤˣ →* unitaryGroup (Fin 2) ℂ where
  toFun s := ⟨!![1, 0; 0, ((s : ℤ) : ℂ)], by
    rw [mem_unitaryGroup_iff]
    rcases Int.units_eq_one_or s with rfl | rfl <;> ext i j <;> fin_cases i <;>
      fin_cases j <;> simp [Matrix.mul_apply, Fin.sum_univ_succ, star_eq_conjTranspose]⟩
  map_one' := by
    apply Subtype.ext
    change (!![1, 0; 0, (((1 : ℤˣ) : ℤ) : ℂ)] : Matrix (Fin 2) (Fin 2) ℂ) = 1
    ext i j
    fin_cases i <;> fin_cases j <;> simp
  map_mul' s t := by
    apply Subtype.ext
    change (!![1, 0; 0, (((s * t : ℤˣ) : ℤ) : ℂ)] : Matrix (Fin 2) (Fin 2) ℂ)
      = !![1, 0; 0, ((s : ℤ) : ℂ)] * !![1, 0; 0, ((t : ℤ) : ℂ)]
    ext i j
    fin_cases i <;> fin_cases j <;> simp [Matrix.mul_apply, Fin.sum_univ_succ]
```

The occupied orbital is the normalised sum (1/√2, 1/√2), whose projector has every entry equal to ½. If the even and odd orbitals are (a + b)/√2 and (a − b)/√2, with orthonormal site orbitals a and b that the mirror exchanges, this sum is a itself; hence the name `localized`.

```lean
/-- The projector on the equal-weight sum of the even and the odd orbital. -/
def localized : Matrix (Fin 2) (Fin 2) ℂ := !![1/2, 1/2; 1/2, 1/2]
```

The last theorem collects four facts: this P is Hermitian, it is idempotent, it does not commute with the mirror, and its average is ½·1. For the third, compare the entries in row 0, column 1:

(M P)_01 = ½,  (P M)_01 = −½.

For the fourth, the sum over the group has two terms, and their off-diagonal entries cancel as in the opening calculation. A projector that satisfies the hypotheses and breaks the symmetry therefore exists already in two dimensions.

```lean
/-- The localized orbital gives an orthogonal projector that does not commute with the
mirror operation, and its symmetry average is half the identity. -/
theorem broken_symmetry_witness :
    localized.IsHermitian ∧ localized * localized = localized ∧
      (mirror (-1) : Matrix (Fin 2) (Fin 2) ℂ) * localized
        ≠ localized * (mirror (-1) : Matrix (Fin 2) (Fin 2) ℂ) ∧
      average mirror localized = (1/2 : ℂ) • (1 : Matrix (Fin 2) (Fin 2) ℂ) := by
  refine ⟨?_, ?_, ?_, ?_⟩
  · unfold Matrix.IsHermitian
    ext i j
    fin_cases i <;> fin_cases j <;> simp [localized]
  · ext i j
    fin_cases i <;> fin_cases j <;>
      norm_num [localized, Matrix.mul_apply, Fin.sum_univ_succ]
  · intro h
    have h' := congrFun (congrFun h 0) 1
    norm_num [mirror, localized, Matrix.mul_apply, Fin.sum_univ_succ] at h'
  · have hcard : Fintype.card ℤˣ = 2 := by decide
    rw [average, hcard, UnitsInt.univ, Finset.sum_pair (by decide)]
    ext i j
    fin_cases i <;> fin_cases j <;>
      norm_num [rotated, mirror, localized, Matrix.mul_apply, Matrix.vecMul, dotProduct,
        Matrix.conjTranspose_apply, Fin.sum_univ_succ]

end

end SymmetryAveragedDensity
```

```lean
#print axioms SymmetryAveragedDensity.average_idempotent_iff
```

```
'SymmetryAveragedDensity.average_idempotent_iff' depends on axioms: [propext, Classical.choice, Quot.sound]
```
